# A Real Plaquette Field on a Periodic Grid Is a Lattice Curl Exactly When It Sums to Zero

## Adding up the Berry fluxes

After computing the Berry flux through every plaquette of a sufficiently fine two-dimensional $k$-mesh, one adds the fluxes and divides by $2\pi$ to obtain the Chern number, up to a sign convention. The same sum decides whether the fluxes are the lattice curl of real link potentials that are periodic over the Brillouin zone.

For an isolated band of a non-interacting crystal on a finite mesh, with nonzero overlaps on all links and plaquette phases taken in $(-\pi,\pi]$, the sum is $2\pi C$ with integer $C$. A nonzero $C$ therefore excludes such a potential. On a coarse mesh this integer can differ from the Chern number of the band; on a sufficiently fine one they agree, up to the sign convention.

## The criterion on the grid

Let $k=(x,y)$ label an $N\times M$ periodic grid with $N,M\ge 1$, and let $e_1,e_2$ be the unit grid steps. Real potentials $A_1,A_2$ live on the links leaving $k$ along $e_1$ and $e_2$. Their flux is

$$A_1(k)+A_2(k+e_1)-A_1(k+e_2)-A_2(k).$$

A real field $F$ has this form for some periodic $A_1,A_2$ if and only if $\sum_{x,y}F(x,y)=0$.

In Lean, momenta are pairs from `ZMod N` and `ZMod M`, so periodicity is built into the types, and `NeZero` expresses $N,M\ge1$. The potentials are phases accumulated along links, without a factor of grid spacing, and they are real numbers, not angles modulo $2\pi$.

The field `F` is arbitrary. Its construction from Bloch overlaps is the step left to the application, as is the question of whether a given potential arises from a gauge choice of Bloch states.

## Building the potential

**Necessity.** Shifting the summation variable on a ring leaves a sum unchanged. The two $A_1$ terms cancel in the total flux, and so do the two $A_2$ terms.

**A primitive on a ring.** Let $\sum_x f(x)=0$ and set $g(x)=\sum_{i=0}^{x-1}f(i)$ for $0\le x<N$. Then $g(x+1)-g(x)=f(x)$ inside the range. At the boundary,

$$g(0)-g(N-1)=-\sum_{i=0}^{N-2}f(i)=f(N-1).$$

**Sufficiency.** The row sums $R(y)=\sum_xF(x,y)$ add to zero, so $R(y)=h(y+1)-h(y)$ for some periodic $h$. Put $A_1(x,y)=-\delta_{x,0}h(y)$. Then

$$A_1(x,y)-A_1(x,y+1)=\delta_{x,0}R(y).$$

The remainder $F(x,y)-\delta_{x,0}R(y)$ sums to zero in each row and has a primitive $g_y(x)$ along $x$. Setting $A_2(x,y)=g_y(x)$ gives flux $F$.

## Uniform background and remaining freedom

Applying the criterion to $F-c$ shows that $F$ is a constant $c$ plus a periodic curl exactly when $\sum F=NMc$. For total flux $2\pi C$, the background is $c=2\pi C/(NM)$.

A potential has zero flux everywhere exactly when, for constants $c_1,c_2$ and a periodic $\chi$,

$$A_1=c_1+\chi(x+1,y)-\chi(x,y),\qquad A_2=c_2+\chi(x,y+1)-\chi(x,y).$$

Conversely to the direct cancellation of these gradients, suppose the flux vanishes. Summing it over $x$ shows that $\sum_xA_1(x,y)$ is independent of $y$; call it $Nc_1$. Since $A_1-c_1$ sums to zero in each row, $A_1(x,y)=c_1+g_y(x+1)-g_y(x)$, with a new $g_y$. Define

$$B(x,y)=A_2(x,y)-g_{y+1}(x)+g_y(x).$$

Then $B(x+1,y)-B(x,y)$ equals the flux, which is zero, so $B$ depends only on $y$. Subtracting its mean $c_2$ gives $B=c_2+\eta(y+1)-\eta(y)$, and $\chi(x,y)=g_y(x)+\eta(y)$ works.

## The Lean file

```lean
import Mathlib

open Finset

namespace PeriodicBerryPotential

variable {N M : ℕ}

/-- The lattice flux through the plaquette at `k = (x, y)`: the circulation
`A₁(k) + A₂(k + e₁) - A₁(k + e₂) - A₂(k)` of a real link potential. -/
def flux (A₁ A₂ : ZMod N → ZMod M → ℝ) (x : ZMod N) (y : ZMod M) : ℝ :=
  A₁ x y + A₂ (x + 1) y - A₁ x (y + 1) - A₂ x y

/-- A sum over a closed ring of `N ≥ 1` momenta is unchanged by a shift of one grid step. -/
theorem sum_shift [NeZero N] (f : ZMod N → ℝ) : ∑ x, f (x + 1) = ∑ x, f x :=
  Equiv.sum_comp (Equiv.addRight (1 : ZMod N)) f

/-- The total flux of a periodic potential through the Brillouin zone vanishes. -/
theorem total_flux_eq_zero [NeZero N] [NeZero M] (A₁ A₂ : ZMod N → ZMod M → ℝ) :
    ∑ x, ∑ y, flux A₁ A₂ x y = 0 := by
  have h₁ : ∑ x, ∑ y, A₁ x (y + 1) = ∑ x, ∑ y, A₁ x y :=
    Finset.sum_congr rfl fun x _ => sum_shift (A₁ x)
  have h₂ : ∑ x, ∑ y, A₂ (x + 1) y = ∑ x, ∑ y, A₂ x y :=
    sum_shift fun x => ∑ y, A₂ x y
  simp only [flux, Finset.sum_add_distrib, Finset.sum_sub_distrib]
  linarith

/-- On a closed ring of momenta, a function with zero sum is the forward difference of a
periodic function. -/
theorem exists_primitive [NeZero N] (f : ZMod N → ℝ) (hf : ∑ x, f x = 0) :
    ∃ g : ZMod N → ℝ, ∀ x, g (x + 1) - g x = f x := by
  have total : ∑ i ∈ range N, f (i : ZMod N) = 0 := by
    rw [← hf]
    refine Finset.sum_nbij' (fun i : ℕ => (i : ZMod N)) (fun x => x.val) ?_ ?_ ?_ ?_ ?_
    · intro i _
      exact Finset.mem_univ _
    · intro x _
      exact Finset.mem_range.mpr (ZMod.val_lt x)
    · intro i hi
      exact ZMod.val_cast_of_lt (Finset.mem_range.mp hi)
    · intro x _
      exact ZMod.natCast_zmod_val x
    · intro i _
      rfl
  -- the primitive is the partial sum, starting from the origin of the ring
  refine ⟨fun x => ∑ i ∈ range x.val, f (i : ZMod N), fun x => ?_⟩
  have step : ∑ i ∈ range (x.val + 1), f (i : ZMod N)
      = ∑ i ∈ range x.val, f (i : ZMod N) + f x := by
    rw [Finset.sum_range_succ, ZMod.natCast_zmod_val]
  have hv : (x + 1).val = (x.val + 1) % N := by
    rw [← ZMod.val_natCast, Nat.cast_add, Nat.cast_one, ZMod.natCast_zmod_val]
  have close : ∑ i ∈ range (x + 1).val, f (i : ZMod N)
      = ∑ i ∈ range (x.val + 1), f (i : ZMod N) := by
    rw [hv]
    rcases Nat.lt_or_ge (x.val + 1) N with h | h
    · rw [Nat.mod_eq_of_lt h]
    · -- at the zone boundary the primitive closes because the total vanishes
      have hN : x.val + 1 = N := le_antisymm (ZMod.val_lt x) h
      rw [hN, Nat.mod_self, total, Finset.sum_range_zero]
  show ∑ i ∈ range (x + 1).val, f (i : ZMod N) - ∑ i ∈ range x.val, f (i : ZMod N) = f x
  linarith

/-- **Obstruction to a periodic Berry potential.** A real plaquette field on the periodic
grid is the flux of a periodic potential if and only if it sums to zero over the grid. -/
theorem exists_potential_iff [NeZero N] [NeZero M] (F : ZMod N → ZMod M → ℝ) :
    (∃ A₁ A₂ : ZMod N → ZMod M → ℝ, ∀ x y, F x y = flux A₁ A₂ x y) ↔
      ∑ x, ∑ y, F x y = 0 := by
  constructor
  · rintro ⟨A₁, A₂, h⟩
    simp only [h]
    exact total_flux_eq_zero A₁ A₂
  · intro hF
    have hR : ∑ y, ∑ x, F x y = 0 := by
      rw [Finset.sum_comm]
      exact hF
    -- the links `A₁` at `x = 0` carry the flux of each whole row
    obtain ⟨h, hh⟩ := exists_primitive (fun y => ∑ x, F x y) hR
    have rows : ∀ y, ∃ g : ZMod N → ℝ, ∀ x,
        g (x + 1) - g x = F x y - if x = 0 then ∑ x', F x' y else 0 := fun y =>
      exists_primitive (fun x => F x y - if x = 0 then ∑ x', F x' y else 0)
        (by simp [Finset.sum_sub_distrib])
    -- the links `A₂` carry what remains in the row
    choose g hg using rows
    refine ⟨fun x y => if x = 0 then -h y else 0, fun x y => g y x, fun x y => ?_⟩
    have h₁ := hg y x
    have h₂ : h (y + 1) - h y = ∑ x', F x' y := hh y
    simp only [flux]
    split_ifs at h₁ ⊢ <;> linarith

/-- A plaquette field is a uniform background `c` plus the flux of a periodic potential
if and only if its total over the `N × M` grid is `N M c`. -/
theorem exists_background_iff [NeZero N] [NeZero M] (F : ZMod N → ZMod M → ℝ) (c : ℝ) :
    (∃ A₁ A₂ : ZMod N → ZMod M → ℝ, ∀ x y, F x y = c + flux A₁ A₂ x y) ↔
      ∑ x, ∑ y, F x y = N * M * c := by
  have key : (∃ A₁ A₂ : ZMod N → ZMod M → ℝ, ∀ x y, F x y - c = flux A₁ A₂ x y) ↔
      ∑ x, ∑ y, (F x y - c) = 0 := exists_potential_iff fun x y => F x y - c
  have hs : ∑ x, ∑ y, (F x y - c) = ∑ x, ∑ y, F x y - N * M * c := by
    simp [Finset.sum_sub_distrib, ZMod.card, mul_assoc]
  rw [hs, sub_eq_zero] at key
  rw [← key]
  simp only [sub_eq_iff_eq_add']

/-- On a closed ring of momenta, every function is its mean plus the forward difference of
a periodic function. -/
theorem exists_mean_add_difference [NeZero N] (f : ZMod N → ℝ) :
    ∃ g : ZMod N → ℝ, ∀ x, f x = (∑ x', f x') / N + (g (x + 1) - g x) := by
  have hN : (N : ℝ) ≠ 0 := Nat.cast_ne_zero.mpr (NeZero.ne N)
  have hc : (N : ℝ) * ((∑ x', f x') / N) = ∑ x', f x' := by field_simp
  obtain ⟨g, hg⟩ := exists_primitive (fun x => f x - (∑ x', f x') / N) (by
    rw [Finset.sum_sub_distrib, Finset.sum_const, Finset.card_univ, ZMod.card,
      nsmul_eq_mul, hc, sub_self])
  exact ⟨g, fun x => by linarith [hg x]⟩

/-- A function on a closed ring of momenta that is unchanged by one grid step is constant. -/
theorem eq_of_shift_invariant [NeZero N] (g : ZMod N → ℝ) (h : ∀ x, g (x + 1) = g x)
    (x : ZMod N) : g x = g 0 := by
  have walk : ∀ n : ℕ, g (n : ZMod N) = g 0 := by
    intro n
    induction n with
    | zero => rw [Nat.cast_zero]
    | succ n ih => rw [Nat.cast_succ, h, ih]
  have hx := walk x.val
  rwa [ZMod.natCast_zmod_val] at hx

/-- A periodic potential has zero flux through every plaquette if and only if it is a
constant in each direction plus the lattice gradient of a periodic gauge function `χ`. -/
theorem flux_eq_zero_iff [NeZero N] [NeZero M] (A₁ A₂ : ZMod N → ZMod M → ℝ) :
    (∀ x y, flux A₁ A₂ x y = 0) ↔
      ∃ (c₁ c₂ : ℝ) (χ : ZMod N → ZMod M → ℝ), ∀ x y,
        A₁ x y = c₁ + (χ (x + 1) y - χ x y) ∧ A₂ x y = c₂ + (χ x (y + 1) - χ x y) := by
  constructor
  · intro h
    -- the loop sum of `A₁` around the zone is the same in every row
    have hstep : ∀ y, ∑ x, A₁ x (y + 1) = ∑ x, A₁ x y := by
      intro y
      have s : ∑ x, flux A₁ A₂ x y = 0 := Finset.sum_eq_zero fun x _ => h x y
      have t : ∑ x, A₂ (x + 1) y = ∑ x, A₂ x y := sum_shift fun x => A₂ x y
      simp only [flux, Finset.sum_add_distrib, Finset.sum_sub_distrib] at s
      linarith
    have hW : ∀ y, ∑ x, A₁ x y = ∑ x, A₁ x 0 :=
      eq_of_shift_invariant (fun y => ∑ x, A₁ x y) hstep
    have rows : ∀ y, ∃ g : ZMod N → ℝ, ∀ x,
        A₁ x y = (∑ x', A₁ x' 0) / N + (g (x + 1) - g x) := by
      intro y
      rw [← hW y]
      exact exists_mean_add_difference fun x => A₁ x y
    choose g hg using rows
    -- after this gauge change the second component no longer depends on `x`
    have hB : ∀ y x, A₂ x y - (g (y + 1) x - g y x)
        = A₂ 0 y - (g (y + 1) 0 - g y 0) := by
      intro y
      have hs : ∀ x, A₂ (x + 1) y - (g (y + 1) (x + 1) - g y (x + 1))
          = A₂ x y - (g (y + 1) x - g y x) := by
        intro x
        have h₀ := h x y
        simp only [flux] at h₀
        linarith [hg y x, hg (y + 1) x]
      exact eq_of_shift_invariant (fun x => A₂ x y - (g (y + 1) x - g y x)) hs
    obtain ⟨c₂, η, hη⟩ : ∃ (c : ℝ) (η : ZMod M → ℝ), ∀ y,
        A₂ 0 y - (g (y + 1) 0 - g y 0) = c + (η (y + 1) - η y) :=
      ⟨_, exists_mean_add_difference fun y => A₂ 0 y - (g (y + 1) 0 - g y 0)⟩
    refine ⟨(∑ x', A₁ x' 0) / N, c₂, fun x y => g y x + η y, fun x y => ⟨?_, ?_⟩⟩
    · show A₁ x y = (∑ x', A₁ x' 0) / N + ((g y (x + 1) + η y) - (g y x + η y))
      linarith [hg y x]
    · show A₂ x y = c₂ + ((g (y + 1) x + η (y + 1)) - (g y x + η y))
      linarith [hB y x, hη y]
  · rintro ⟨c₁, c₂, χ, h⟩ x y
    simp only [flux]
    linarith [(h x y).1, (h (x + 1) y).2, (h x (y + 1)).1, (h x y).2]

end PeriodicBerryPotential
```

```lean
#print axioms PeriodicBerryPotential.exists_potential_iff
#print axioms PeriodicBerryPotential.exists_background_iff
#print axioms PeriodicBerryPotential.flux_eq_zero_iff
```

```
'PeriodicBerryPotential.exists_potential_iff' depends on axioms: [propext, Classical.choice, Quot.sound]
'PeriodicBerryPotential.exists_background_iff' depends on axioms: [propext, Classical.choice, Quot.sound]
'PeriodicBerryPotential.flux_eq_zero_iff' depends on axioms: [propext, Classical.choice, Quot.sound]
```

## From partial sums to link potentials in Lean

`sum_shift` supplies the cancellation in `total_flux_eq_zero`. In `exists_primitive`, `total` rewrites the ring sum as a sum over $0,\ldots,N-1$, and `close` treats the interior and boundary steps separately.

In `exists_potential_iff`, `choose` collects the row primitives into one function. `split_ifs` separates the column $x=0$ from the others, and `linarith` checks the flux equation in each case. `exists_background_iff` applies this theorem to `F x y - c`.

For `flux_eq_zero_iff`, `exists_mean_add_difference` splits off the mean, while `eq_of_shift_invariant` proves constancy by induction along the ring. The facts `hW` and `hB` establish that the row sums are independent of $y$ and that $B$ is independent of $x$; a second use of `exists_mean_add_difference` then supplies $c_2$ and $\eta$, and `hη` is the equation that they satisfy.
